# Positivity of the fresh variance at strictly increasing times for positive frequency

For a positive frequency w and a finite, strictly increasing list of real times, the lemma states that the fresh variance entering at each time is positive. This variance is defined as 1 at the first time and as 1 − exp(−2wΔt) at each later one, where Δt is the step from the time before. The formula is taken as a definition, and no underlying random process or quantum state is modelled. The proof treats the first time by simplification; for a later time it shows that the exponent −2wΔt is negative, so that the exponential is below 1 and the difference is positive.

In Lean, a first try:

```lean
import Mathlib

open Matrix

namespace FreshVariancePos

noncomputable section

/-- One at the first label, and `1 - exp (-2 w Δt)` after each step `Δt` between successive labels.
For ordered times and positive `w` this is the fresh variance entering at each time. -/
def freshVariance {n : ℕ} (w : ℝ) (t : Fin (n + 1) → ℝ) : Fin (n + 1) → ℝ :=
  Fin.cons (α := fun _ => ℝ) 1
    (fun i : Fin n => 1 - Real.exp (-2 * w * (t i.succ - t i.castSucc)))

/-- For positive frequency and strictly increasing times every fresh variance is positive. -/
theorem freshVariance_pos {n : ℕ} {w : ℝ} (hw : 0 < w) {t : Fin (n + 1) → ℝ}
    (ht : StrictMono t) (k : Fin (n + 1)) : 0 < freshVariance w t k := by
  refine Fin.cases ?_ (fun i => ?_) k
  · simp [freshVariance]
  · have hlt : i.castSucc < i.succ := Nat.lt_succ_self i.val
    have hneg : -2 * w * (t i.succ - t i.castSucc) < 0 := by
      nlinarith [mul_pos hw (sub_pos.mpr (ht hlt))]
    exact sub_pos.mpr (Real.exp_lt_one hneg)

end

end FreshVariancePos
```

Compiling this gives:

```
Main.lean:23:23: error(lean.unknownIdentifier): Unknown constant `Real.exp_lt_one`
```

What went wrong. The message says that Lean knows no constant called `Real.exp_lt_one` in the file's environment, which here imports Mathlib. The last line of the proof used that name as a lemma taking `hneg`, the proof that the exponent is negative, to the bound that its exponential is less than 1. The mathematical step is sound, but the name refers to nothing.

The repair uses `Real.exp_lt_one_iff`, which does exist and states an equivalence: the exponential of a real number is less than 1 exactly when that number is negative. Since it is an equivalence, it can't be applied directly to `hneg`; `.mpr` selects the direction from the negative exponent to the bound. The surrounding `sub_pos.mpr` then turns this bound into the positivity of 1 minus the exponential, as the original line intended. Nothing else in the proof changes.

This version goes through:

```diff
@@ -21,5 +21,5 @@
     have hneg : -2 * w * (t i.succ - t i.castSucc) < 0 := by
       nlinarith [mul_pos hw (sub_pos.mpr (ht hlt))]
-    exact sub_pos.mpr (Real.exp_lt_one hneg)
+    exact sub_pos.mpr (Real.exp_lt_one_iff.mpr hneg)
 
 end
```
